# Packing the closed-shell MP3 particle-particle ladder brings its multiplication count towards one quarter as the virtual space grows

## Three halved pair labels, but a quarter of the work?

Storing only the independent pairs in the closed-shell MP3 particle-particle ladder is said to cut its multiplications to about a quarter when there are many virtual orbitals. I would have expected an eighth. The contraction carries an occupied pair $ij$, an output pair $ab$ and a summed pair $cd$, and keeping only pairs whose first label does not exceed the second roughly halves each of the three. Where does the missing factor of two go, and how good is the quarter in a small basis?

## The costs of the symmetric and antisymmetric channels add up

In a closed-shell calculation with spatial orbitals, the packed work splits into a symmetric and an antisymmetric channel, and for many virtual orbitals their costs add up to a quarter of the unpacked cost. With $o\ge 1$ occupied and $v\ge 1$ virtual orbitals, and with the unpacked count running over all ordered pairs $ij$, $ab$ and $cd$, the ratio of packed to unpacked multiplications is exactly

$$\frac14+\frac1{2ov}+\frac1{4v^2},$$

which tends to $1/4$ for fixed $o$ as $v$ grows. For $o=5$ and $v=50$ it is $0.2521$. For $o=v=1$ it is $1$, so nothing is saved.

### Exchange symmetry keeps the channels apart

For one occupied pair, let $t$ be the real matrix of amplitudes $t_{cd}$ over virtual orbitals, and let $V_{abcd}$ be the real two-electron integral $(ac|bd)$. The ladder is the linear map

$$(Lt)_{ab}=\sum_{cd}V_{abcd}\,t_{cd}.$$

Relabelling the two electrons gives $V_{abcd}=V_{badc}$. Therefore

$$(Lt^{T})_{ab}=\sum_{cd}V_{abcd}\,t_{dc}=\sum_{cd}V_{badc}\,t_{dc}=(Lt)_{ba},$$

so $L$ commutes with transposition. If $t^T=t$, then $(Lt)^T=L(t^T)=Lt$. If $t^T=-t$, then $(Lt)^T=L(-t)=-Lt$.

The converse holds too. Let $E^{cd}$ be the matrix with a single entry $1$ at position $cd$, so that $(LE^{cd})_{ab}=V_{abcd}$. If $L$ preserves both classes, applying it to $E^{cd}+E^{dc}$ and to $E^{cd}-E^{dc}$ gives

$$V_{bacd}+V_{badc}=V_{abcd}+V_{abdc},$$
$$V_{bacd}-V_{badc}=-V_{abcd}+V_{abdc}.$$

Subtracting the second line from the first leaves $2V_{badc}=2V_{abcd}$.

For an arbitrary $V$ the preservation of symmetric matrices can fail. Take two virtual orbitals and let $V_{1211}=1$ be the only nonzero element. The symmetric matrix $E^{11}$ is then mapped to $E^{12}$, which is not symmetric.

### Counting the pairs

In a closed-shell calculation the amplitude matrices obey $t_{ji}=t_{ij}^T$. Split each of them as $t_{ij}=t^+_{ij}+t^-_{ij}$, with $t^\pm_{ij}=\tfrac12(t_{ij}\pm t_{ij}^T)$. Then $t^\pm_{ji}=\pm t^\pm_{ij}$, so the symmetric channel needs only $i\le j$ and the antisymmetric one only $i<j$. The same restrictions apply to $ab$ and $cd$, once the integrals $V_{abcd}$ and $V_{abdc}$ have been combined by addition or subtraction.

Number $n$ orbitals from $0$ to $n-1$. For a given second member $q$ there are $q+1$ pairs with $p\le q$ and $q$ pairs with $p<q$. Summing over $q$ gives $\binom{n+1}{2}$ and $\binom n2$ pairs. The packed cost is therefore

$$P=\binom{o+1}{2}\binom{v+1}{2}^2+\binom o2\binom v2^2
=\frac{ov^2}{8}\left[(o+1)(v+1)^2+(o-1)(v-1)^2\right].$$

The bracket equals $2ov^2+2o+4v$, so

$$4P=o^2v^4+2ov^3+o^2v^2.$$

The unpacked cost is $F=o^2v^4$, and dividing by $4F$ gives the ratio stated above.

This also locates the missing factor of two. For large $v$ the channels cost about $o(o+1)v^4/8$ and $o(o-1)v^4/8$. Each approaches an eighth of $F$ when $o$ is large as well, but their sum is $o^2v^4/4$ for every $o$. With $o=1$ the antisymmetric channel is empty and the symmetric one carries the whole quarter.

For $o\ge1$ and $v\ge2$ there are also strict bounds, $F<4P$ and $P<F$. The first holds because the two extra terms in $4P$ are positive. For the second, $ov\ge2$ gives $2ov^3\le o^2v^4$, and $o^2v^2\le o^2v^4$. Hence $4P\le 3F<4F$.

### What the Lean statements say

`ladder V t` is $Lt$ for one occupied pair. The finite type `ι` labels the virtual orbitals, `V` is a real function of four such labels, and `t` is a real matrix. The index order is that of $V_{abcd}$ above, with $ab$ as output and $cd$ summed. `ladder_preserves_iff` says that both symmetry classes are preserved if and only if `V a b c d = V b a d c` for all labels. No other permutation symmetry of the integrals is assumed.

`exchange_symmetry_witness` supplies a concrete family with this symmetry, the density-fitted integrals $V_{abcd}=\sum_Q B_{Q,ac}B_{Q,bd}$, where $Q$ runs over a finite auxiliary set and $B$ is real.

The costs are natural numbers defined by counting labels. `fullCost o v` counts all choices of ordered pairs $ij$, $ab$ and $cd$. `packedCost o v` counts triples of pairs from `symPairs`, where $p\le q$, and adds the triples from `antiPairs`, where $p<q$. The binomial formula is thus a theorem, `packedCost_eq`, and not a definition. `cost_ratio` gives the exact ratio as a real number for positive `o` and `v`, and `cost_ratio_tendsto` gives its limit with `o` held fixed.

That each triple of pairs $ij$, $ab$, $cd$ costs one multiplication is the cost model; the packed algorithm itself is not formalised. The count leaves out additions, the splitting and recombination of amplitudes, and memory traffic. It treats the integrals as dense, with no screening or spatial symmetry. Within that model, the result concerns the $o^2v^4$ contraction. Among the contractions of amplitudes with integrals in conventional MP3, it is the one that grows fastest with the number of virtual orbitals. The cost of transforming the integrals to the orbital basis is not included.

```lean
import Mathlib

open Filter Topology Matrix

namespace MP3LadderCost

variable {ι : Type*} [Fintype ι]

/-- The particle-particle ladder contraction of MP3 for one occupied pair:
`(L t)_ab = ∑_cd V_abcd t_cd`. -/
def ladder (V : ι → ι → ι → ι → ℝ) (t : Matrix ι ι ℝ) : Matrix ι ι ℝ :=
  Matrix.of fun a b => ∑ c, ∑ d, V a b c d * t c d

/-- If `V_abcd = V_badc`, the ladder contraction commutes with the exchange of the two
virtual indices of the amplitudes. -/
theorem ladder_transpose (V : ι → ι → ι → ι → ℝ)
    (hV : ∀ a b c d, V a b c d = V b a d c) (t : Matrix ι ι ℝ) :
    ladder V tᵀ = (ladder V t)ᵀ := by
  ext a b
  simp only [ladder, Matrix.of_apply, Matrix.transpose_apply]
  -- exchange the summed pair, then use the symmetry of the integrals
  rw [Finset.sum_comm]
  refine Finset.sum_congr rfl fun d _ => Finset.sum_congr rfl fun c _ => ?_
  rw [hV a b c d]

/-- Acting on the amplitude matrix with a single unit entry at `cd`, the ladder contraction
returns the integrals `V_abcd`. -/
theorem ladder_single [DecidableEq ι] (V : ι → ι → ι → ι → ℝ) (a b c d : ι) :
    ladder V (Matrix.single c d 1) a b = V a b c d := by
  unfold ladder
  rw [Matrix.of_apply]
  refine (Finset.sum_eq_single c (fun x _ hx => ?_) (by simp)).trans
    ((Finset.sum_eq_single d (fun y _ hy => ?_) (by simp)).trans ?_)
  · exact Finset.sum_eq_zero fun y _ => by simp [Ne.symm hx]
  · simp [Ne.symm hy]
  · simp

/-- The ladder contraction maps symmetric amplitudes to symmetric ones and antisymmetric
amplitudes to antisymmetric ones if and only if `V_abcd = V_badc`. -/
theorem ladder_preserves_iff (V : ι → ι → ι → ι → ℝ) :
    ((∀ t : Matrix ι ι ℝ, tᵀ = t → (ladder V t)ᵀ = ladder V t) ∧
      (∀ t : Matrix ι ι ℝ, tᵀ = -t → (ladder V t)ᵀ = -ladder V t)) ↔
    ∀ a b c d, V a b c d = V b a d c := by
  classical
  constructor
  · rintro ⟨hS, hA⟩ a b c d
    have hadd : ∀ s t, ladder V (s + t) = ladder V s + ladder V t := by
      intro s t
      ext x y
      simp [ladder, mul_add, Finset.sum_add_distrib]
    have hsub : ∀ s t, ladder V (s - t) = ladder V s - ladder V t := by
      intro s t
      ext x y
      simp [ladder, mul_sub, Finset.sum_sub_distrib]
    have hT : ∀ x y : ι, (Matrix.single x y (1 : ℝ))ᵀ = Matrix.single y x 1 := by
      intro x y
      ext p q
      simp [Matrix.single_apply, and_comm]
    -- test on the symmetric and antisymmetric combinations of two matrix units
    have h1 := hS (Matrix.single c d 1 + Matrix.single d c 1)
      (by rw [Matrix.transpose_add, hT, hT, add_comm])
    have h2 := hA (Matrix.single c d 1 - Matrix.single d c 1)
      (by rw [Matrix.transpose_sub, hT, hT, neg_sub])
    have e1 := congrFun (congrFun h1 a) b
    have e2 := congrFun (congrFun h2 a) b
    rw [hadd] at e1
    rw [hsub] at e2
    simp only [Matrix.transpose_apply, Matrix.add_apply, ladder_single] at e1
    simp only [Matrix.transpose_apply, Matrix.sub_apply, Matrix.neg_apply,
      ladder_single] at e2
    linarith
  · intro hV
    refine ⟨fun t ht => ?_, fun t ht => ?_⟩
    · rw [← ladder_transpose V hV, ht]
    · rw [← ladder_transpose V hV, ht]
      ext a b
      simp [ladder]

/-- Density-fitted integrals `V_abcd = ∑_Q B_Q,ac B_Q,bd` satisfy `V_abcd = V_badc`. -/
theorem exchange_symmetry_witness {κ μ : Type*} [Fintype κ] (B : κ → μ → μ → ℝ)
    (a b c d : μ) : ∑ Q, B Q a c * B Q b d = ∑ Q, B Q b d * B Q a c :=
  Finset.sum_congr rfl fun _ _ => mul_comm _ _

/-- Orbital pairs `p ≤ q`, which label the independent entries of a symmetric matrix. -/
def symPairs (n : ℕ) : Finset (Fin n × Fin n) := Finset.univ.filter fun p => p.1 ≤ p.2

/-- Orbital pairs `p < q`, which label the independent entries of an antisymmetric matrix. -/
def antiPairs (n : ℕ) : Finset (Fin n × Fin n) := Finset.univ.filter fun p => p.1 < p.2

/-- Multiplications in the unpacked ladder with `o` occupied and `v` virtual orbitals:
one for each choice of ordered pairs `ij`, `ab`, `cd`. -/
def fullCost (o v : ℕ) : ℕ :=
  Fintype.card ((Fin o × Fin o) × (Fin v × Fin v) × (Fin v × Fin v))

/-- Multiplications in the packed ladder: one for each choice of packed pairs `ij`, `ab`, `cd`
in the symmetric channel, and likewise in the antisymmetric channel. -/
def packedCost (o v : ℕ) : ℕ :=
  (symPairs o ×ˢ (symPairs v ×ˢ symPairs v)).card +
    (antiPairs o ×ˢ (antiPairs v ×ˢ antiPairs v)).card

/-- Among `n` orbitals there are `binom(n+1,2)` pairs `p ≤ q`. -/
theorem card_symPairs (n : ℕ) : (symPairs n).card = (n + 1).choose 2 := by
  have h : ∀ b : Fin n, (∑ a : Fin n, (if a ≤ b then 1 else 0 : ℕ)) = (b : ℕ) + 1 := by
    intro b
    rw [← Finset.card_filter, ← Fin.card_Iic b]
    congr 1
    ext a
    simp
  rw [symPairs, Finset.card_filter, Fintype.sum_prod_type_right]
  simp only [h]
  rw [Fin.sum_univ_eq_sum_range (fun i => i + 1) n]
  clear h
  induction n with
  | zero => rfl
  | succ n ih =>
    have e : (n + 1 + 1).choose 2 = (n + 1) + (n + 1).choose 2 := by
      have := Nat.choose_succ_succ' (n + 1) 1
      rwa [Nat.choose_one_right] at this
    rw [Finset.sum_range_succ, ih, e, add_comm]

/-- Among `n` orbitals there are `binom(n,2)` pairs `p < q`. -/
theorem card_antiPairs (n : ℕ) : (antiPairs n).card = n.choose 2 := by
  have h : ∀ b : Fin n, (∑ a : Fin n, (if a < b then 1 else 0 : ℕ)) = (b : ℕ) := by
    intro b
    rw [← Finset.card_filter, ← Fin.card_Iio b]
    congr 1
    ext a
    simp
  rw [antiPairs, Finset.card_filter, Fintype.sum_prod_type_right]
  simp only [h]
  rw [Fin.sum_univ_eq_sum_range (fun i => i) n]
  clear h
  induction n with
  | zero => rfl
  | succ n ih =>
    have e : (n + 1).choose 2 = n + n.choose 2 := by
      have := Nat.choose_succ_succ' n 1
      rwa [Nat.choose_one_right] at this
    rw [Finset.sum_range_succ, ih, e, add_comm]

/-- The packed ladder costs `binom(o+1,2) binom(v+1,2)² + binom(o,2) binom(v,2)²`
multiplications. -/
theorem packedCost_eq (o v : ℕ) : packedCost o v =
    (o + 1).choose 2 * (v + 1).choose 2 ^ 2 + o.choose 2 * v.choose 2 ^ 2 := by
  simp only [packedCost, Finset.card_product, card_symPairs, card_antiPairs]
  ring

/-- The unpacked ladder costs `o² v⁴` multiplications. -/
theorem fullCost_eq (o v : ℕ) : fullCost o v = o ^ 2 * v ^ 4 := by
  simp only [fullCost, Fintype.card_prod, Fintype.card_fin]
  ring

/-- Four times the packed cost is `o² v⁴ + 2 o v³ + o² v²`. -/
theorem four_mul_packedCost (o v : ℕ) :
    4 * packedCost o v = o ^ 2 * v ^ 4 + 2 * o * v ^ 3 + o ^ 2 * v ^ 2 := by
  have h : (4 : ℝ) * (packedCost o v : ℝ) =
      (o : ℝ) ^ 2 * v ^ 4 + 2 * o * v ^ 3 + (o : ℝ) ^ 2 * v ^ 2 := by
    rw [packedCost_eq]
    push_cast [Nat.cast_choose_two]
    ring
  exact_mod_cast h

/-- With at least one occupied and two virtual orbitals, the packed ladder is cheaper than the
unpacked one, but costs more than a quarter of it. -/
theorem packedCost_bounds (o v : ℕ) (ho : 1 ≤ o) (hv : 2 ≤ v) :
    fullCost o v < 4 * packedCost o v ∧ packedCost o v < fullCost o v := by
  have h := four_mul_packedCost o v
  have h1 : o * v ^ 3 * 2 ≤ o * v ^ 3 * (o * v) :=
    Nat.mul_le_mul_left _ (by nlinarith)
  have h2 : o ^ 2 * v ^ 2 * 1 ≤ o ^ 2 * v ^ 2 * v ^ 2 :=
    Nat.mul_le_mul_left _ (by nlinarith)
  have h3 : 0 < o ^ 2 * v ^ 2 := by positivity
  rw [fullCost_eq]
  constructor <;> nlinarith

/-- With at least one occupied and one virtual orbital, the ratio of packed to unpacked cost
is `1/4 + 1/(2ov) + 1/(4v²)`. -/
theorem cost_ratio (o v : ℕ) (ho : 0 < o) (hv : 0 < v) :
    (packedCost o v : ℝ) / fullCost o v =
      1 / 4 + 1 / (2 * o * v) + 1 / (4 * (v : ℝ) ^ 2) := by
  have h : (4 : ℝ) * (packedCost o v : ℝ) =
      (o : ℝ) ^ 2 * v ^ 4 + 2 * o * v ^ 3 + (o : ℝ) ^ 2 * v ^ 2 := by
    exact_mod_cast four_mul_packedCost o v
  have hp : (packedCost o v : ℝ) =
      ((o : ℝ) ^ 2 * v ^ 4 + 2 * o * v ^ 3 + (o : ℝ) ^ 2 * v ^ 2) / 4 := by linarith
  have ho' : (o : ℝ) ≠ 0 := by positivity
  have hv' : (v : ℝ) ≠ 0 := by positivity
  rw [hp, fullCost_eq]
  push_cast
  field_simp
  ring

/-- For a fixed number `o ≥ 1` of occupied orbitals, the ratio of packed to unpacked ladder
cost tends to `1/4` as the number of virtual orbitals grows. -/
theorem cost_ratio_tendsto (o : ℕ) (ho : 1 ≤ o) :
    Tendsto (fun v : ℕ => (packedCost o v : ℝ) / fullCost o v) atTop (𝓝 (1 / 4)) := by
  have h : Tendsto (fun v : ℕ => 1 / (v : ℝ)) atTop (𝓝 0) :=
    tendsto_one_div_atTop_nhds_zero_nat
  have hlim : Tendsto (fun v : ℕ => (1 / 4 : ℝ) + 1 / (2 * (o : ℝ)) * (1 / (v : ℝ)) +
      1 / 4 * (1 / (v : ℝ)) * (1 / (v : ℝ))) atTop
      (𝓝 (1 / 4 + 1 / (2 * (o : ℝ)) * 0 + 1 / 4 * 0 * 0)) :=
    (tendsto_const_nhds.add (h.const_mul _)).add ((h.const_mul _).mul h)
  simp only [mul_zero, add_zero] at hlim
  -- the exact ratio holds as soon as there is a virtual orbital
  refine hlim.congr' ?_
  filter_upwards [eventually_ge_atTop 1] with v hv
  rw [cost_ratio o v ho hv]
  have ho' : (o : ℝ) ≠ 0 := by positivity
  have hv' : (v : ℝ) ≠ 0 := by positivity
  field_simp

end MP3LadderCost
```

```lean
#print axioms MP3LadderCost.ladder_preserves_iff
-- 'MP3LadderCost.ladder_preserves_iff' depends on axioms: [propext, Classical.choice, Quot.sound]
#print axioms MP3LadderCost.packedCost_bounds
-- 'MP3LadderCost.packedCost_bounds' depends on axioms: [propext, Classical.choice, Quot.sound]
#print axioms MP3LadderCost.cost_ratio_tendsto
-- 'MP3LadderCost.cost_ratio_tendsto' depends on axioms: [propext, Classical.choice, Quot.sound]
```

### From transposition to the limit

`ladder_transpose` is the commutation of $L$ with transposition. `Finset.sum_comm` exchanges the two sums, and rewriting with `hV` then matches the integrals term by term. `ladder_single` evaluates the ladder on a matrix unit: two uses of `Finset.sum_eq_single` remove every term except the one at $cd$.

In `ladder_preserves_iff`, the forward direction first establishes that the ladder respects sums and differences, and that transposing a matrix unit swaps its labels. The hypotheses `hS` and `hA` are then applied to the two test matrices. Their $ab$ entries, `e1` and `e2`, are the two displayed equations for the integrals, and `linarith` combines them. The reverse direction uses `ladder_transpose` for both classes, and the antisymmetric case also needs $L(-t)=-Lt$.

`card_symPairs` and `card_antiPairs` follow the count by second member. The inner statement `h` gives $q+1$ or $q$ choices of the first member, written there with `b` for $q$. Induction on `n` then sums these numbers, using Pascal's rule for the binomial coefficients. `packedCost_eq` and `fullCost_eq` multiply the sizes of the index sets.

`four_mul_packedCost` moves to the real numbers, where $\binom n2=n(n-1)/2$ can be expanded without truncated subtraction or integer division. `ring` does the algebra, and `exact_mod_cast` carries the identity back to natural numbers. In `packedCost_bounds`, `h1` and `h2` are the two estimates used for $P<F$, `h3` provides the strictness, and `nlinarith` finishes both inequalities.

`cost_ratio` solves the expanded identity for the packed cost and divides, with `field_simp` clearing the nonzero denominators. `cost_ratio_tendsto` starts from $1/v\to0$ and builds the limit of the three-term expression from sums and products. That expression agrees with the cost ratio from $v=1$ onwards, and `hlim.congr'` needs only such eventual agreement to transfer the limit.
